# The Two-Electron Darwin Term Makes the Self-Repulsion of a Tight Gaussian Charge Negative

Suppose that two electrons share one s-type Gaussian, and that their energy consists of the nonrelativistic kinetic energy, the Coulomb repulsion and the two-electron Darwin term. If the exponent is increased far enough, the energy begins to fall as the function gets tighter, and it keeps falling. There is no lower bound. In atomic units, with c the speed of light, the fall sets in only at exponents of order c⁴, because the kinetic energy has to be overcome first; the repulsion by itself turns negative at an exponent of order c². The closed form below shows where the repulsion changes sign and how fast it then decreases.

## Self-repulsion as a function of the exponent

Atomic units are used, with c > 0 the speed of light. The charge is a normalised Gaussian of exponent p > 0,

ρ(r) = (p/π)^(3/2) exp(-p r²).

Two such charges on top of each other interact through 1/r - (π/c²) δ(r), where r is now the interelectronic distance. The delta function is the two-electron Darwin term, a contact correction that weakens the repulsion at short range. Write E(c,p) for the resulting energy. The claim is

E(c,p) = √(2p/π) (1 - p/(4c²)).

As a function of p, this has its only maximum at p = 4c²/3, is negative exactly for p > 4c², and has no lower bound.

**Reduction to a radial integral.** Completing the square in each Cartesian direction gives the Fourier transform of the charge,

F(k) = exp(-k²/(4p)).

The interaction transforms into

v(k) = 4π/k² - π/c².

The energy is the integral of v F² over momentum space, divided by (2π)³. A shell of radius k has volume 4πk² dk, so the integrand in k is

4πk²/(2π)³ · v(k) F(k)² = (k²/(2π²)) · (4π/k²)(1 - k²/(4c²)) · exp(-k²/(2p))
= (2/π) exp(-k²/(2p)) (1 - k²/(4c²)).

**The two integrals.** Put b = 1/(2p). The Gaussian integral over k > 0 is ½√(π/b). For the second moment M, the integral of k² exp(-bk²) over k > 0, start from

d/dk [k exp(-bk²)] = exp(-bk²) - 2b k² exp(-bk²).

The bracket vanishes at k = 0 and at infinity, so integration gives

0 = ½√(π/b) - 2bM, hence M = √(π/b)/(4b).

Since √(π/b) = √(2πp) = π√(2p/π), the Coulomb part is

(2/π) · ½ · π√(2p/π) = √(2p/π),

and the Darwin part is

(2/π) · (1/(4c²)) · π√(2p/π) · (p/2) = √(2p/π) · p/(4c²).

Their difference is the claimed formula.

**Maximum and sign.** Let s = √p and t = √(4c²/3), so that 4c² = 3t². Then

E = √(2/π) s(3t² - s²)/(4c²),

and the distance from the value at s = t is

√(2/π) (2t³ - 3t²s + s³)/(4c²) = √(2/π) (s - t)²(s + 2t)/(4c²).

This is positive for every s > 0 other than t. At the maximum the corrected repulsion is two thirds of the Coulomb value. The sign of E is that of 4c² - p, because the square root is positive.

**Collapse.** Add an energy Kp with K real, and set a = √(2/π) and d = a/(4c²). The sum is

Kp + a√p - d p√p.

For p ≥ 1 we have √p ≤ p, so the sum plus √p is at most (|K| + a + 1 - d√p) p. This is not positive once √p ≥ (a + 1 + |K|)/d. From there on the sum is at most -√p, and so it tends to -∞.

One slip is to put the orbital exponent in place of p. An orbital proportional to exp(-αr²) has a density of exponent p = 2α, so the repulsion turns negative at α > 2c², not at α > 4c².

## The model in Lean

```lean
import Mathlib

open MeasureTheory Set Filter
open scoped Real

namespace DarwinGaussianRepulsion

noncomputable section
```

The definitions start in momentum space. The interaction `kernel` and the form factor are written down directly; their derivation from the real-space expressions is the hand computation above.

```lean
/-- Momentum-space electron-electron interaction: the Coulomb kernel `4π/k²` plus the
two-electron Darwin contact term `-π/c²`, for `k ≠ 0` and `c ≠ 0`. -/
def kernel (c k : ℝ) : ℝ := 4 * π / k ^ 2 - π / c ^ 2

/-- Form factor of the normalised Gaussian charge `(p/π)^(3/2) exp(-p r²)`, for `p > 0`. -/
def formFactor (p k : ℝ) : ℝ := Real.exp (-k ^ 2 / (4 * p))
```

The next definition multiplies the shell volume, the factor 1/(2π)³, the interaction and the squared form factor. The energy E(c,p) is then `selfRepulsion c p`, the integral over `Ioi 0`, the open half-line k > 0.

```lean
/-- Contribution of the momentum shell of radius `k` to the self-repulsion of the Gaussian
charge, for `k ≠ 0`, `c ≠ 0` and `p > 0`. -/
def shellEnergy (c p k : ℝ) : ℝ :=
  4 * π * k ^ 2 / (2 * π) ^ 3 * kernel c k * formFactor p k ^ 2

/-- Darwin-corrected self-repulsion of a Gaussian charge of exponent `p`, the integral over all
momentum shells, for `c ≠ 0` and `p > 0`. -/
def selfRepulsion (c p : ℝ) : ℝ := ∫ k in Ioi (0 : ℝ), shellEnergy c p k
```

All quantities are real numbers, and c is a parameter with no numerical value attached. The model has a single spherical charge. It contains no nucleus, no exchange between different orbitals and no other relativistic correction.

## From the shell integrand to the closed form

The first lemma is the reduction of the integrand. `hF` squares the form factor, and `hV` cancels k² between the shell volume and the Coulomb term. The hypothesis `hk` matters: Lean sets division by zero to zero, so at k = 0 the left side is 0 while the right side is 2/π.

```lean
/-- At nonzero momentum the shell contribution is `exp(-k²/(2p))` times the Darwin factor
`1 - k²/(4c²)`, with prefactor `2/π`. -/
theorem shellEnergy_eq (c p : ℝ) {k : ℝ} (hk : k ≠ 0) :
    shellEnergy c p k =
      2 / π * (Real.exp (-k ^ 2 / (2 * p)) * (1 - k ^ 2 / (4 * c ^ 2))) := by
  have hπ : π ≠ 0 := Real.pi_ne_zero
  -- the squared form factor is again a Gaussian
  have hF : formFactor p k ^ 2 = Real.exp (-k ^ 2 / (2 * p)) := by
    rw [formFactor, pow_two, ← Real.exp_add]
    congr 1
    ring
  -- the Coulomb singularity cancels against the volume element
  have hV : 4 * π * k ^ 2 / (2 * π) ^ 3 * kernel c k
      = 2 / π * (1 - k ^ 2 / (4 * c ^ 2)) := by
    have h2 : k ^ 2 / (4 * c ^ 2) = k ^ 2 * (c ^ 2)⁻¹ / 4 := by ring
    rw [kernel, div_eq_mul_inv π (c ^ 2), h2]
    generalize (c ^ 2)⁻¹ = u
    field_simp
    ring
  rw [shellEnergy, hF, hV]
  ring
```

The second moment needs a convergent integral, which Mathlib supplies for a general power of k.

```lean
/-- The function `k² exp(-b k²)` is integrable over positive momenta for `b > 0`. -/
theorem integrableOn_sq_gaussian {b : ℝ} (hb : 0 < b) :
    IntegrableOn (fun k : ℝ => k ^ 2 * Real.exp (-b * k ^ 2)) (Ioi 0) := by
  have h := integrable_rpow_mul_exp_neg_mul_sq hb (s := 2) (by norm_num)
  simp only [Real.rpow_two] at h
  exact h.integrableOn
```

Its value follows by the derivative argument. `hd` is the derivative of k exp(-bk²), and `ht` says that this function tends to zero at infinity, which follows from the integrability of the function and its derivative. `hI` is the integrated identity, and the last line solves it for the moment.

```lean
/-- Second moment of a Gaussian over positive momenta, for `b > 0`. -/
theorem gaussian_second_moment {b : ℝ} (hb : 0 < b) :
    ∫ k in Ioi (0 : ℝ), k ^ 2 * Real.exp (-b * k ^ 2) = √(π / b) / (4 * b) := by
  have h0 : IntegrableOn (fun k : ℝ => Real.exp (-b * k ^ 2)) (Ioi 0) :=
    (integrable_exp_neg_mul_sq hb).integrableOn
  have h1 : IntegrableOn (fun k : ℝ => k * Real.exp (-b * k ^ 2)) (Ioi 0) :=
    (integrable_mul_exp_neg_mul_sq hb).integrableOn
  have h2 := Integrable.const_mul (integrableOn_sq_gaussian hb) (2 * b)
  have hd : ∀ x : ℝ, HasDerivAt (fun k : ℝ => k * Real.exp (-b * k ^ 2))
      (Real.exp (-b * x ^ 2) - 2 * b * (x ^ 2 * Real.exp (-b * x ^ 2))) x := by
    intro x
    have h := (hasDerivAt_id' x).fun_mul (((hasDerivAt_pow 2 x).const_mul (-b)).exp)
    exact h.congr_deriv (by push_cast; ring)
  have hi : IntegrableOn (fun x : ℝ =>
      Real.exp (-b * x ^ 2) - 2 * b * (x ^ 2 * Real.exp (-b * x ^ 2))) (Ioi 0) :=
    Integrable.sub h0 h2
  -- the boundary terms of k exp(-b k²) vanish at both ends
  have ht := tendsto_zero_of_hasDerivAt_of_integrableOn_Ioi (fun x _ => hd x) hi h1
  have hI : ∫ x in Ioi (0 : ℝ),
      (Real.exp (-b * x ^ 2) - 2 * b * (x ^ 2 * Real.exp (-b * x ^ 2)))
      = 0 - 0 * Real.exp (-b * 0 ^ 2) :=
    integral_Ioi_of_hasDerivAt_of_tendsto' (fun x _ => hd x) hi ht
  rw [integral_sub h0 h2, integral_const_mul, integral_gaussian_Ioi] at hI
  rw [eq_div_iff (by positivity)]
  linear_combination (-2) * hI
```

The closed form has two parts. The first says that the shell integrand is integrable, so the integral converges; the second gives its value, with 1 - p/(4c²) written as `(4 * c ^ 2 - p) / (4 * c ^ 2)`. In the proof, `he` splits the integrand into its Coulomb and Darwin parts, and `hs` is the identity √(π/b) = π√(2p/π).

```lean
/-- For `c, p > 0` the momentum integral converges, and the Darwin-corrected self-repulsion is
the Coulomb value `√(2p/π)` times `(4c² - p)/(4c²)`. -/
theorem selfRepulsion_closed_form {c p : ℝ} (hc : 0 < c) (hp : 0 < p) :
    IntegrableOn (shellEnergy c p) (Ioi 0) ∧
      selfRepulsion c p = √(2 * p / π) * ((4 * c ^ 2 - p) / (4 * c ^ 2)) := by
  have hπ : 0 < π := Real.pi_pos
  have hb : 0 < 1 / (2 * p) := by positivity
  have h0 : IntegrableOn (fun k : ℝ => 2 / π * Real.exp (-(1 / (2 * p)) * k ^ 2)) (Ioi 0) :=
    Integrable.const_mul (integrable_exp_neg_mul_sq hb).integrableOn _
  have h2 := Integrable.const_mul (integrableOn_sq_gaussian hb) (1 / (2 * π * c ^ 2))
  -- split the integrand into its Coulomb and Darwin parts
  have he : EqOn (fun k : ℝ => 2 / π * Real.exp (-(1 / (2 * p)) * k ^ 2)
      - 1 / (2 * π * c ^ 2) * (k ^ 2 * Real.exp (-(1 / (2 * p)) * k ^ 2)))
      (shellEnergy c p) (Ioi 0) := by
    intro k hk
    have hx : -k ^ 2 / (2 * p) = -(1 / (2 * p)) * k ^ 2 := by ring
    rw [shellEnergy_eq c p (ne_of_gt hk), hx]
    ring
  refine ⟨IntegrableOn.congr_fun (Integrable.sub h0 h2) he measurableSet_Ioi, ?_⟩
  have hs : √(π / (1 / (2 * p))) = π * √(2 * p / π) := by
    have h : π / (1 / (2 * p)) = π ^ 2 * (2 * p / π) := by field_simp
    rw [h, Real.sqrt_mul (sq_nonneg π), Real.sqrt_sq hπ.le]
  rw [selfRepulsion, ← setIntegral_congr_fun measurableSet_Ioi he, integral_sub h0 h2,
    integral_const_mul, integral_const_mul, integral_gaussian_Ioi,
    gaussian_second_moment hb, hs]
  generalize √(2 * p / π) = S
  field_simp
```

## Maximum, sign change and collapse

For the remaining results it helps to have √p as a separate factor.

```lean
/-- The closed form with the dependence on `√p` separated, for `c, p > 0`. -/
theorem selfRepulsion_sqrt_form {c p : ℝ} (hc : 0 < c) (hp : 0 < p) :
    selfRepulsion c p = √(2 / π) * (√p * (4 * c ^ 2 - p) / (4 * c ^ 2)) := by
  have h : 2 * p / π = 2 / π * p := by ring
  rw [(selfRepulsion_closed_form hc hp).2, h, Real.sqrt_mul (by positivity)]
  ring
```

The maximum is stated as a strict inequality: every positive exponent other than 4c²/3 gives a smaller energy than 4c²/3 does. This contains both maximality and uniqueness. The proof names the two square roots `s` and `t`, as in the derivation, and `key` is the factorisation into (s - t)²(s + 2t). The hypothesis `hne` makes s - t nonzero, so the product is positive.

```lean
/-- For `c > 0`, among all exponents `p > 0` the corrected self-repulsion has its unique maximum
at `p = 4c²/3`. -/
theorem selfRepulsion_lt_max {c p : ℝ} (hc : 0 < c) (hp : 0 < p) (hne : p ≠ 4 * c ^ 2 / 3) :
    selfRepulsion c p < selfRepulsion c (4 * c ^ 2 / 3) := by
  have hq : 0 < 4 * c ^ 2 / 3 := by positivity
  rw [selfRepulsion_sqrt_form hc hp, selfRepulsion_sqrt_form hc hq]
  have hs : √p ^ 2 = p := Real.sq_sqrt hp.le
  have ht : √(4 * c ^ 2 / 3) ^ 2 = 4 * c ^ 2 / 3 := Real.sq_sqrt hq.le
  have hs0 : 0 < √p := Real.sqrt_pos.2 hp
  have ht0 : 0 < √(4 * c ^ 2 / 3) := Real.sqrt_pos.2 hq
  have hst : √p - √(4 * c ^ 2 / 3) ≠ 0 := by
    intro h
    apply hne
    rw [← hs, sub_eq_zero.1 h, ht]
  generalize √(4 * c ^ 2 / 3) = t at *
  generalize √p = s at *
  -- the distance from the maximum factorises
  have key : t * (4 * c ^ 2 - 4 * c ^ 2 / 3) - s * (4 * c ^ 2 - p)
      = (s - t) ^ 2 * (s + 2 * t) := by
    linear_combination (3 * s - 2 * t) * ht - s * hs
  have hpos : 0 < (s - t) ^ 2 * (s + 2 * t) := by positivity
  have hlt : s * (4 * c ^ 2 - p) < t * (4 * c ^ 2 - 4 * c ^ 2 / 3) := by linarith
  exact mul_lt_mul_of_pos_left (div_lt_div_of_pos_right hlt (by positivity)) (by positivity)
```

The sign criterion is an equivalence. In one direction, p ≤ 4c² would make the closed form nonnegative; in the other, p > 4c² makes it a positive number times a negative one.

```lean
/-- For `c, p > 0` the corrected self-repulsion is negative exactly when `p > 4c²`. -/
theorem selfRepulsion_neg_iff {c p : ℝ} (hc : 0 < c) (hp : 0 < p) :
    selfRepulsion c p < 0 ↔ 4 * c ^ 2 < p := by
  rw [(selfRepulsion_closed_form hc hp).2]
  constructor
  · intro h
    by_contra hn
    have h0 : 0 ≤ √(2 * p / π) * ((4 * c ^ 2 - p) / (4 * c ^ 2)) :=
      mul_nonneg (Real.sqrt_nonneg _) (div_nonneg (by linarith) (by positivity))
    linarith
  · intro h
    exact mul_neg_of_pos_of_neg (by positivity)
      (div_neg_of_neg_of_pos (by linarith) (by positivity))
```

The last theorem says that `K * p + selfRepulsion c p` tends to -∞ (`atBot`) as p tends to +∞ (`atTop`), for every real K. With K = 0 this is the unboundedness of the repulsion itself. A positive K stands for a nonrelativistic kinetic energy, which is linear in the exponent; for two electrons in the same s Gaussian, K = 3/2. The proof restricts p to values large enough for the estimate above, rewrites the energy in powers of p through `hE`, and compares the sum with -√p. The inequalities `h3` to `h6` are the individual bounds, and `linarith` adds them.

```lean
/-- For `c > 0` the corrected self-repulsion plus an energy `K p` linear in the exponent, with
any real `K`, tends to `-∞` as the Gaussian becomes ever tighter. -/
theorem tight_gaussian_collapse {c : ℝ} (hc : 0 < c) (K : ℝ) :
    Tendsto (fun p => K * p + selfRepulsion c p) atTop atBot := by
  have ha : 0 < √(2 / π) := by positivity
  have hb : 0 < √(2 / π) / (4 * c ^ 2) := by positivity
  -- for large p the sum lies below -√p
  refine tendsto_atBot_mono' atTop ?_ (tendsto_neg_atTop_atBot.comp Real.tendsto_sqrt_atTop)
  filter_upwards [eventually_gt_atTop 0, Real.tendsto_sqrt_atTop.eventually_ge_atTop 1,
    Real.tendsto_sqrt_atTop.eventually_ge_atTop
      ((√(2 / π) + 1 + |K|) / (√(2 / π) / (4 * c ^ 2)))] with p hp h1 hM
  have hs : √p ^ 2 = p := Real.sq_sqrt hp.le
  have hE : selfRepulsion c p
      = √(2 / π) * √p - √p * (√(2 / π) / (4 * c ^ 2)) * p := by
    rw [selfRepulsion_sqrt_form hc hp]
    generalize √(2 / π) = a
    generalize √p = s
    field_simp
  have h3 := mul_le_mul_of_nonneg_right ((div_le_iff₀ hb).1 hM) hp.le
  have h4 : K * p ≤ |K| * p := mul_le_mul_of_nonneg_right (le_abs_self K) hp.le
  have h5 : √p ≤ p := by nlinarith
  have h6 : (√(2 / π) + 1) * √p ≤ (√(2 / π) + 1) * p :=
    mul_le_mul_of_nonneg_left h5 (by positivity)
  change K * p + selfRepulsion c p ≤ -√p
  rw [hE]
  linarith

end

end DarwinGaussianRepulsion
```

```lean
#print axioms DarwinGaussianRepulsion.selfRepulsion_lt_max
#print axioms DarwinGaussianRepulsion.selfRepulsion_neg_iff
#print axioms DarwinGaussianRepulsion.tight_gaussian_collapse
```

```
'DarwinGaussianRepulsion.selfRepulsion_lt_max' depends on axioms: [propext, Classical.choice, Quot.sound]
'DarwinGaussianRepulsion.selfRepulsion_neg_iff' depends on axioms: [propext, Classical.choice, Quot.sound]
'DarwinGaussianRepulsion.tight_gaussian_collapse' depends on axioms: [propext, Classical.choice, Quot.sound]
```

For electronic structure, the consequence is that in this one-parameter model, with only a linear kinetic term beside the corrected repulsion, the energy is positive without the two-electron Darwin term and has no lower bound with it. The infimum over all exponents p > 0 drops from 0, which is approached as p → 0, to -∞. A full Breit-Pauli energy needs a separate analysis: for a point nucleus at the centre of the Gaussian, the one-electron Darwin term is positive and also grows as p^(3/2), while the mass-velocity term is negative and grows as p². The spin-spin contact term matters too: two electrons in one s orbital form a singlet, for which this term is +(2π/c²) δ(r) and outweighs the two-electron Darwin term.
